# At fixed k, the number of ways to choose k of m orbitals is asymptotic to mᵏ/k! as m → ∞

The binomial coefficient C(m, k) counts the ways to choose which k of m orbitals are occupied, each at most once. The lemma says that for each fixed natural number k, the ratio C(m, k)/mᵏ tends to 1/k! as m → ∞. It is a statement about counting alone, with no Hamiltonian or interaction in it. The proof goes by induction on k: it multiplies the limit for k by that of (1 − k/m)/(k + 1), which is 1/(k + 1), and then shows that for m ≥ k + 1 the product is the ratio for k + 1.

Lean 4 with Mathlib refuses this proof:

```lean
import Mathlib

open Finset Filter Topology

namespace TendstoChooseDivPow

noncomputable section

/-- For many orbitals, `m` choose `k` grows like `m ^ k / k!`. -/
theorem tendsto_choose_div_pow (k : ℕ) :
    Tendsto (fun m : ℕ => (m.choose k : ℝ) / (m : ℝ) ^ k) atTop
      (𝓝 (1 / (k.factorial : ℝ))) := by
  induction k with
  | zero => simp
  | succ k ih =>
    have h1 : Tendsto (fun m : ℕ => (1 - (k : ℝ) / (m : ℝ)) / ((k : ℝ) + 1)) atTop
        (𝓝 ((1 - 0) / ((k : ℝ) + 1))) :=
      (tendsto_const_nhds.sub (tendsto_const_div_atTop_nhds_zero_nat (k : ℝ))).div_const _
    have h2 := ih.mul h1
    have e : 1 / (k.factorial : ℝ) * ((1 - 0) / ((k : ℝ) + 1)) =
        1 / ((k + 1).factorial : ℝ) := by
      rw [Nat.factorial_succ]
      push_cast
      ring
    rw [e] at h2
    refine h2.congr' ?_
    filter_upwards [eventually_ge_atTop (k + 1)] with m hm
    have hm0 : (m : ℝ) ≠ 0 := Nat.cast_ne_zero.mpr (by omega)
    have hk : (k : ℝ) + 1 ≠ 0 := by positivity
    have hc : (m.choose (k + 1) : ℝ) * ((k : ℝ) + 1) = m.choose k * ((m : ℝ) - k) := by
      have := Nat.choose_succ_right_eq m k
      rw [← Nat.cast_sub (by omega : k ≤ m)]
      exact_mod_cast this
    rw [eq_div_of_mul_eq hk hc, pow_succ]
    field_simp

end

end TendstoChooseDivPow
```

The compiler's answer:

```
Try this:
  [apply] ring_nf
  
  The `ring` tactic failed to close the goal. Use `ring_nf` to obtain a normal form.
    
  Note that `ring` works primarily in *commutative* rings. If you have a noncommutative ring, abelian group or module, consider using `noncomm_ring`, `abel` or `module` instead.
Main.lean:21:39: error: unsolved goals
k : ℕ
ih : Tendsto (fun m => ↑(m.choose k) / ↑m ^ k) atTop (𝓝 (1 / ↑k.factorial))
h1 : Tendsto (fun m => (1 - ↑k / ↑m) / (↑k + 1)) atTop (𝓝 ((1 - 0) / (↑k + 1)))
h2 :
  Tendsto (fun x => ↑(x.choose k) / ↑x ^ k * ((1 - ↑k / ↑x) / (↑k + 1))) atTop
    (𝓝 (1 / ↑k.factorial * ((1 - 0) / (↑k + 1))))
⊢ (↑k.factorial)⁻¹ * (1 + ↑k)⁻¹ = (↑k.factorial + ↑k.factorial * ↑k)⁻¹
```

The change, after which it compiles:

```diff
@@ -20,7 +20,6 @@
     have e : 1 / (k.factorial : ℝ) * ((1 - 0) / ((k : ℝ) + 1)) =
         1 / ((k + 1).factorial : ℝ) := by
-      rw [Nat.factorial_succ]
-      push_cast
-      ring
+      rw [Nat.factorial_succ, Nat.cast_mul, Nat.cast_add, Nat.cast_one, sub_zero,
+        div_mul_div_comm, one_mul, mul_comm (k.factorial : ℝ)]
     rw [e] at h2
     refine h2.congr' ?_
```

What went wrong. The error is in `e`, the identity which says that 1/k! times 1/(k + 1) is 1/(k + 1)!. The first message says that `ring` could not close the goal; its advice on noncommutative rings does not apply, since ℝ is commutative. The second shows what was left. On the left stands a product of two inverses, that of k! and that of 1 + k. On the right, `ring` has multiplied out (k + 1) · k! under the inverse, giving the inverse of the sum k! + k! · k. The two sides are equal, but `ring` does not factor that sum again, so it cannot match them.

The repair replaces `push_cast` and `ring` with explicit rewrites, which never multiply the product out. The cast lemmas turn the right side into 1/((k + 1) · k!). On the left, `sub_zero` removes the `- 0`, `div_mul_div_comm` merges the two fractions into one, and `one_mul` simplifies its numerator. Last, `mul_comm` puts the factors of the denominator in the same order as on the right, and `rw` closes the goal by reflexivity.
